# For finite matrices with the angular momentum ladder relations, exp(J₊) exp(−J₋) exp(J₊) carries J_z to −J_z

A half-turn about the y axis takes a spin state with projection \(m\) along z to one with projection \(-m\), so \(m\) and \(-m\) are equally degenerate as eigenvalues of \(J_z\). In a non-orthogonal basis the matrix of \(J_z\) need not be Hermitian, and the question is whether this pairing then still follows from the commutators alone.

```lean
import Mathlib

open Matrix
open NormedSpace (exp)

namespace LadderReflection

variable {n : Type*} [Fintype n] [DecidableEq n]

/-- The ladder relations `[Jz, J+] = J+`, `[Jz, J-] = -J-` and `[J+, J-] = 2 Jz`
for complex square matrices. -/
structure Ladder (Jz Jp Jm : Matrix n n ℂ) : Prop where
  raise : Jz * Jp - Jp * Jz = Jp
  lower : Jz * Jm - Jm * Jz = -Jm
  comm : Jp * Jm - Jm * Jp = 2 • Jz

/-- The reflection operator `w = exp(J+) exp(-J-) exp(J+)`. -/
noncomputable def reflection (Jp Jm : Matrix n n ℂ) : Matrix n n ℂ :=
  exp Jp * exp (-Jm) * exp Jp

/-- Terminating Hadamard formula: if `[A, X] = Y`, `[A, Y] = 2 Z` and `A` commutes with `Z`,
then `exp(A) X = (X + Y + Z) exp(A)`. -/
theorem exp_mul_of_commutators (A X Y Z : Matrix n n ℂ) (h1 : A * X - X * A = Y)
    (h2 : A * Y - Y * A = 2 • Z) (h3 : A * Z = Z * A) :
    exp A * X = (X + Y + Z) * exp A := by
  have hinv : exp A * exp (-A) = 1 := by
    rw [← Matrix.exp_add_of_commute A (-A) (Commute.refl A).neg_right, add_neg_cancel,
      NormedSpace.exp_zero]
  -- the commutator of `A` with the polynomial `X + t Y + t² Z` is its derivative in `t`
  have key : ∀ t : ℂ, A * (X + (t • Y + t ^ 2 • Z)) - (X + (t • Y + t ^ 2 • Z)) * A
      = Y + (2 * t) • Z := by
    intro t
    have e : A * (X + (t • Y + t ^ 2 • Z)) - (X + (t • Y + t ^ 2 • Z)) * A
        = (A * X - X * A) + t • (A * Y - Y * A) + t ^ 2 • (A * Z - Z * A) := by
      simp only [mul_add, add_mul, mul_smul_comm, smul_mul_assoc, smul_sub]
      abel
    rw [e, h1, h2, h3, sub_self]
    module
  have hc : exp (-A) * (X + (Y + Z)) * exp A = X := by
    let _ : NormedRing (Matrix n n ℂ) := Matrix.linftyOpNormedRing
    let _ : NormedAlgebra ℂ (Matrix n n ℂ) := Matrix.linftyOpNormedAlgebra
    -- hence the back-rotated polynomial does not depend on `t`
    have hf : ∀ t : ℂ, HasDerivAt
        (fun s : ℂ => exp (s • (-A)) * (X + (s • Y + s ^ 2 • Z)) * exp (s • A)) 0 t := by
      intro t
      have a := (hasDerivAt_id' t).smul_const Y
      have b := (hasDerivAt_pow 2 t).smul_const Z
      have hP : HasDerivAt (fun s : ℂ => X + (s • Y + s ^ 2 • Z)) (Y + (2 * t) • Z) t :=
        ((a.fun_add b).const_add X).congr_deriv (by simp)
      have e1 := hasDerivAt_exp_smul_const (-A) t
      have e2 := hasDerivAt_exp_smul_const' A t
      refine ((e1.fun_mul hP).fun_mul e2).congr_deriv ?_
      rw [← key t]
      generalize X + (t • Y + t ^ 2 • Z) = P
      generalize exp (t • (-A)) = E
      generalize exp (t • A) = F
      noncomm_ring
    have h := is_const_of_deriv_eq_zero (fun t => (hf t).differentiableAt)
      (fun t => (hf t).deriv) 1 0
    simpa using h
  calc exp A * X = exp A * (exp (-A) * (X + (Y + Z)) * exp A) := by rw [hc]
    _ = (exp A * exp (-A)) * (X + Y + Z) * exp A := by simp only [mul_assoc, add_assoc]
    _ = (X + Y + Z) * exp A := by rw [hinv, one_mul]

/-- For matrices with the ladder relations, `w` is invertible, reverses `Jz`, and exchanges
`J+` and `J-` up to a sign: `w Jz = -Jz w`, `w J+ = -J- w`, `w J- = -J+ w`. -/
theorem reflection_relations {Jz Jp Jm : Matrix n n ℂ} (h : Ladder Jz Jp Jm) :
    IsUnit (reflection Jp Jm) ∧
    reflection Jp Jm * Jz = -Jz * reflection Jp Jm ∧
    reflection Jp Jm * Jp = -Jm * reflection Jp Jm ∧
    reflection Jp Jm * Jm = -Jp * reflection Jp Jm := by
  -- moving the generators through `exp(J+)`
  have a1 := exp_mul_of_commutators Jp Jz (-Jp) 0
    (by linear_combination (norm := noncomm_ring) -h.raise) (by noncomm_ring) (by simp)
  have a2 := exp_mul_of_commutators Jp Jm (2 • Jz) (-Jp) h.comm
    (by linear_combination (norm := noncomm_ring) -h.raise - h.raise) (by noncomm_ring)
  have a3 := exp_mul_of_commutators Jp Jp 0 0 (by noncomm_ring) (by simp) (by simp)
  -- moving the generators through `exp(-J-)`
  have b1 := exp_mul_of_commutators (-Jm) Jz (-Jm) 0
    (by linear_combination (norm := noncomm_ring) h.lower) (by noncomm_ring) (by simp)
  have b2 := exp_mul_of_commutators (-Jm) Jp (2 • Jz) (-Jm)
    (by linear_combination (norm := noncomm_ring) h.comm)
    (by linear_combination (norm := noncomm_ring) h.lower + h.lower) (by noncomm_ring)
  have b3 := exp_mul_of_commutators (-Jm) Jm 0 0 (by noncomm_ring) (by simp) (by simp)
  unfold reflection
  refine ⟨((Matrix.isUnit_exp _).mul (Matrix.isUnit_exp _)).mul (Matrix.isUnit_exp _),
    ?_, ?_, ?_⟩
  all_goals
    generalize exp Jp = E at *
    generalize exp (-Jm) = F at *
  · linear_combination (norm := noncomm_ring)
      E * F * a1 + E * b1 * E - E * b2 * E - a1 * F * E - a3 * F * E
  · linear_combination (norm := noncomm_ring)
      E * F * a3 + E * b2 * E + a3 * F * E + a1 * F * E + a1 * F * E - a2 * F * E
  · linear_combination (norm := noncomm_ring)
      E * F * a2 + E * b3 * E + E * b1 * E + E * b1 * E - E * b2 * E - a3 * F * E

/-- For matrices with the ladder relations, `Jz` is similar to `-Jz`, with `w` as the change
of basis: `w Jz w⁻¹ = -Jz`. -/
theorem Jz_similar_neg {Jz Jp Jm : Matrix n n ℂ} (h : Ladder Jz Jp Jm) :
    reflection Jp Jm * Jz * (reflection Jp Jm)⁻¹ = -Jz := by
  obtain ⟨hu, hz, -, -⟩ := reflection_relations h
  rw [hz, mul_assoc, Matrix.mul_nonsing_inv _ ((Matrix.isUnit_iff_isUnit_det _).1 hu), mul_one]

/-- For matrices with the ladder relations and any complex `m`, the matrices `Jz - m` and
`Jz + m` have the same rank. -/
theorem rank_sub_eq_rank_add {Jz Jp Jm : Matrix n n ℂ} (h : Ladder Jz Jp Jm) (m : ℂ) :
    (Jz - m • (1 : Matrix n n ℂ)).rank = (Jz + m • (1 : Matrix n n ℂ)).rank := by
  obtain ⟨hu, hz, -, -⟩ := reflection_relations h
  have hd := (Matrix.isUnit_iff_isUnit_det _).1 hu
  have hd' := (Matrix.isUnit_iff_isUnit_det _).1 hu.neg
  -- `w` intertwines the two matrices up to a sign
  have e : -reflection Jp Jm * (Jz - m • (1 : Matrix n n ℂ))
      = (Jz + m • (1 : Matrix n n ℂ)) * reflection Jp Jm := by
    rw [mul_sub, add_mul, neg_mul, hz, mul_smul_comm, smul_mul_assoc, mul_one, one_mul,
      neg_mul, neg_neg, smul_neg, sub_neg_eq_add]
  rw [← Matrix.rank_mul_eq_right_of_isUnit_det _ (Jz - m • (1 : Matrix n n ℂ)) hd', e,
    Matrix.rank_mul_eq_left_of_isUnit_det _ _ hd]

/-- For matrices with the ladder relations, the double reflection `w²` commutes with `Jz`,
`J+` and `J-`. -/
theorem reflection_sq_commute {Jz Jp Jm : Matrix n n ℂ} (h : Ladder Jz Jp Jm) :
    Commute (reflection Jp Jm * reflection Jp Jm) Jz ∧
    Commute (reflection Jp Jm * reflection Jp Jm) Jp ∧
    Commute (reflection Jp Jm * reflection Jp Jm) Jm := by
  obtain ⟨-, hz, hp, hm⟩ := reflection_relations h
  generalize reflection Jp Jm = w at *
  refine ⟨?_, ?_, ?_⟩ <;> rw [commute_iff_eq]
  · linear_combination (norm := noncomm_ring) w * hz - hz * w
  · linear_combination (norm := noncomm_ring) w * hp - hm * w
  · linear_combination (norm := noncomm_ring) w * hm - hp * w

/-- An explicit triple of two-by-two matrices obeys the ladder relations although its `Jz`
is not Hermitian. -/
theorem ladder_witness :
    Ladder !![(1 / 2 : ℂ), -1; 0, -1 / 2] !![0, 1; 0, 0] !![1, -1; 1, -1] ∧
    ¬ (!![(1 / 2 : ℂ), -1; 0, -1 / 2]).IsHermitian := by
  refine ⟨⟨?_, ?_, ?_⟩, fun h => ?_⟩
  · ext i j
    fin_cases i <;> fin_cases j <;> simp <;> norm_num
  · ext i j
    fin_cases i <;> fin_cases j <;> simp <;> norm_num
  · ext i j
    fin_cases i <;> fin_cases j <;> simp <;> norm_num
  · have h01 := h.apply 0 1
    simp at h01

end LadderReflection
```

```lean
#print axioms LadderReflection.reflection_relations
#print axioms LadderReflection.Jz_similar_neg
#print axioms LadderReflection.rank_sub_eq_rank_add
#print axioms LadderReflection.reflection_sq_commute
```

```
'LadderReflection.reflection_relations' depends on axioms: [propext, Classical.choice, Quot.sound]
'LadderReflection.Jz_similar_neg' depends on axioms: [propext, Classical.choice, Quot.sound]
'LadderReflection.rank_sub_eq_rank_add' depends on axioms: [propext, Classical.choice, Quot.sound]
'LadderReflection.reflection_sq_commute' depends on axioms: [propext, Classical.choice, Quot.sound]
```

## Three commutators and the operator built from them

Take three complex \(n\times n\) matrices \(J_z\), \(J_+\), \(J_-\), in units with \(\hbar=1\), and write \([A,B]=AB-BA\). The only assumption is

\[
[J_z,J_+]=J_+,\qquad [J_z,J_-]=-J_-,\qquad [J_+,J_-]=2J_z .
\]

These are the fields `raise`, `lower` and `comm` of the structure `Ladder`, in which the matrices are called `Jz`, `Jp` and `Jm`. The `m` in `Jm` stands for "minus" and has nothing to do with the projection \(m\). In Lean, `n` is an arbitrary finite index type, so every finite matrix size is allowed. The representation may be reducible, and no relation between \(J_-\) and the adjoint of \(J_+\) is assumed.

The definition `reflection` is the matrix

\[
w=e^{J_+}\,e^{-J_-}\,e^{J_+},
\]

with the exponential given by its power series. The name refers to the reflection \(m\to-m\) of the list of projections; in space the operation is a rotation, not a mirror. For the usual Hermitian spin matrices \(w\) equals \(e^{i\pi J_y}\), a half-turn about the y axis, which is background knowledge and not a statement in the Lean code.

The theorem `reflection_relations` says that \(w\) is invertible (`IsUnit`) and that

\[
wJ_z=-J_zw,\qquad wJ_+=-J_-w,\qquad wJ_-=-J_+w .
\]

With \(J_x=(J_++J_-)/2\) and \(J_y=(J_+-J_-)/(2i)\), these relations give \(wJ_x=-J_xw\) and \(wJ_y=J_yw\), as expected of a half-turn about y.

Three consequences are stated separately:

- `Jz_similar_neg` says \(wJ_zw^{-1}=-J_z\), so \(J_z\) and \(-J_z\) are similar matrices.
- `rank_sub_eq_rank_add` says that \(J_z-m\mathbb 1\) and \(J_z+m\mathbb 1\) have the same rank for every complex \(m\). By the rank–nullity theorem, \(m\) and \(-m\) have equally many linearly independent eigenvectors, possibly none.
- `reflection_sq_commute` says that \(w^2\) commutes with all three generators.

None of these theorems says that the eigenvalues are integers or half-integers, or that \(J_z\) is diagonalisable.

## Non-orthogonal orbitals

Let \(\varphi_1,\dots,\varphi_n\) be linearly independent orbitals with overlap matrix \(S\). The matrix that acts on expansion coefficients is \(S^{-1}M\), where \(M_{ij}=\langle\varphi_i|J_z|\varphi_j\rangle\). Although \(M\) is Hermitian, \(S^{-1}M\) need not be. If the operators map the span of the orbitals into itself, it is nevertheless the coefficient matrices, and not in general the matrices of type \(M\), that multiply like the operators and so inherit their commutators.

The step from the matrices to such a calculation is that the ladder relations hold exactly in the chosen basis. They do when the orbitals span a space closed under rotations about the point to which the angular momentum refers, such as a complete p shell centred there; a basis that omits part of a shell can violate them. Orthogonalising the orbitals of such a basis replaces the coefficient matrices by similar ones, so it leaves every degeneracy unchanged. What the theorem adds is that the equal degeneracy of \(m\) and \(-m\) follows from the commutators of the coefficient matrices themselves, whether or not the orbitals are orthogonal.

## Moving a matrix through an exponential

Everything rests on one formula. Let \(A,X,Y,Z\) be square matrices with

\[
[A,X]=Y,\qquad [A,Y]=2Z,\qquad [A,Z]=0 .
\]

Then \(e^AX=(X+Y+Z)e^A\). This is the Hadamard expansion of \(e^AXe^{-A}\) in nested commutators, in the case where it stops after the second one. To prove it without handling the series, set

\[
P(t)=X+tY+t^2Z,\qquad G(t)=e^{-tA}P(t)e^{tA}.
\]

The commutator of \(A\) with the polynomial is

\[
[A,P(t)]=Y+2tZ+0=P'(t),
\]

and therefore

\[
G'(t)=e^{-tA}\bigl(-AP(t)+P'(t)+P(t)A\bigr)e^{tA}=0 .
\]

So \(G(1)=G(0)\), which reads \(e^{-A}(X+Y+Z)e^A=X\). Multiplication by \(e^A\) from the left gives the formula.

The Lean proof of `exp_mul_of_commutators` takes the same route with a complex variable \(t\). The statement `key` is \([A,P(t)]=P'(t)\), and `hf` says that \(G\) has derivative zero everywhere. The Mathlib lemmas on derivatives used here call for a norm on the matrices, so one is introduced locally; the theorem itself does not mention it. The lemma `is_const_of_deriv_eq_zero` then compares \(t=1\) with \(t=0\), which yields `hc`. The closing `calc` block is the multiplication by \(e^A\), using \(e^Ae^{-A}=\mathbb 1\) from `hinv`.

## Passing the generators through the three factors

Write \(E=e^{J_+}\) and \(F=e^{-J_-}\), so that \(w=EFE\). For \(A=J_+\) the commutators are \([J_+,J_z]=-J_+\), \([J_+,J_-]=2J_z\) and \([J_+,2J_z]=-2J_+\). The formula gives

\[
\begin{aligned}
EJ_z&=(J_z-J_+)E,\\
EJ_-&=(J_-+2J_z-J_+)E,\\
EJ_+&=J_+E .
\end{aligned}
\]

For \(A=-J_-\) they are \([-J_-,J_z]=-J_-\), \([-J_-,J_+]=2J_z\) and \([-J_-,2J_z]=-2J_-\), hence

\[
\begin{aligned}
FJ_z&=(J_z-J_-)F,\\
FJ_+&=(J_++2J_z-J_-)F,\\
FJ_-&=J_-F .
\end{aligned}
\]

In the Lean proof the first three identities are `a1`, `a2`, `a3` and the last three are `b1`, `b2`, `b3`.

Now move \(J_z\) through \(w\) from right to left:

\[
\begin{aligned}
EFE\,J_z&=EF(J_z-J_+)E\\
&=E\bigl(J_z-J_--J_+-2J_z+J_-\bigr)FE\\
&=E(-J_z-J_+)FE\\
&=(-J_z+J_+-J_+)EFE=-J_zw .
\end{aligned}
\]

For \(J_+\), the first factor is passed without change:

\[
\begin{aligned}
EFE\,J_+&=EFJ_+E=E(J_++2J_z-J_-)FE\\
&=\bigl(J_++2J_z-2J_+-J_--2J_z+J_+\bigr)EFE=-J_-w .
\end{aligned}
\]

For \(J_-\), the sum collapses at the middle factor:

\[
\begin{aligned}
EFE\,J_-&=EF(J_-+2J_z-J_+)E\\
&=E\bigl(J_-+2J_z-2J_--J_+-2J_z+J_-\bigr)FE\\
&=-EJ_+FE=-J_+w .
\end{aligned}
\]

Each of the three `linear_combination` calls encodes one of these chains. In the first, the term `E * F * a1` is the passage through the rightmost exponential, `E * b1 * E - E * b2 * E` the passage through the middle one, and `- a1 * F * E - a3 * F * E` the passage through the leftmost. The tactic `noncomm_ring` confirms that what remains cancels without reordering any factors. Invertibility of \(w\) holds because each matrix exponential is invertible.

The consequences are short. Multiplying \(wJ_z=-J_zw\) by \(w^{-1}\) from the right gives the similarity. For the ranks, the same relation gives

\[
-w(J_z-m\mathbb 1)=(J_z+m\mathbb 1)w ,
\]

and multiplication by an invertible matrix leaves the rank unchanged. For the square,

\[
w^2J_z=-wJ_zw=J_zw^2,\qquad w^2J_\pm=-wJ_\mp w=J_\pm w^2 .
\]

## A sheared spin one-half in numbers

The theorem `ladder_witness` supplies a triple to which the result applies although \(J_z\) is not Hermitian:

\[
J_z=\begin{pmatrix}\tfrac12&-1\\0&-\tfrac12\end{pmatrix},\quad
J_+=\begin{pmatrix}0&1\\0&0\end{pmatrix},\quad
J_-=\begin{pmatrix}1&-1\\1&-1\end{pmatrix}.
\]

Lean checks the three commutators entry by entry, and hermiticity fails in the off-diagonal entries, \(-1\) against \(0\). The triple is the usual spin one-half written in the non-orthogonal basis \(|{\uparrow}\rangle\), \(|{\downarrow}\rangle-|{\uparrow}\rangle\), whose second vector is not normalised. The eigenvectors of \(J_z\) have the coefficient columns \((1,0)^T\) for \(m=\tfrac12\) and \((1,1)^T\) for \(m=-\tfrac12\). These columns are not perpendicular, but the states they stand for, \(|{\uparrow}\rangle\) and \(|{\downarrow}\rangle\), are orthogonal.

Since \(J_+^2=J_-^2=0\), the exponentials are \(\mathbb 1+J_+\) and \(\mathbb 1-J_-\), and

\[
w=\begin{pmatrix}1&1\\0&1\end{pmatrix}
\begin{pmatrix}0&1\\-1&2\end{pmatrix}
\begin{pmatrix}1&1\\0&1\end{pmatrix}
=\begin{pmatrix}-1&2\\-1&1\end{pmatrix}.
\]

Its determinant is 1. Both sides of the first relation come out equal:

\[
wJ_z=\begin{pmatrix}-\tfrac12&0\\-\tfrac12&\tfrac12\end{pmatrix}=-J_zw .
\]

On the eigenvectors, \(w(1,0)^T=-(1,1)^T\) and \(w(1,1)^T=(1,0)^T\), so \(w\) exchanges the two projections. As a matrix \(w\) is not unitary here and changes the lengths of coefficient columns, although the norms of the states themselves are preserved. The square of \(w\) is \(-\mathbb 1\), the familiar sign of a spin one-half after a full turn.

## Without the third commutator the pairing can fail

Take \(1\times1\) matrices with \(J_z=1\) and \(J_+=J_-=0\). The relations `raise` and `lower` hold, but `comm` would require \(0=2\). Here \(w=1\), and \(J_z=1\) is not similar to \(-J_z=-1\). The first two relations therefore do not imply the pairing of \(m\) with \(-m\), even for a Hermitian \(J_z\) with \(J_-=J_+^\dagger\).

The physical reason is that `raise` and `lower` are unchanged when a constant multiple of \(\mathbb 1\) is added to \(J_z\). They fix the spacing of the ladder but not its zero. The relation \([J_+,J_-]=2J_z\) fixes the zero, and with it the point about which the projections are reflected.
